# One magnon has less energy than several of nonzero wavevector with the same total wavevector, if the dispersion is isotropic, nondecreasing, strictly concave and zero at zero

The theorem `energy_lt_many_magnons` compares one magnon with a finite collection of at least two magnons, all of nonzero wavevector, whose wavevectors add up to that of the one. The energy of a magnon is a function `f` of the length of its wavevector alone, and the magnons do not interact, so the energy of the collection is the sum of the single energies. If `f` is strictly concave and nondecreasing on [0, ∞) and `f 0 = 0`, the theorem says that `f ‖∑ i ∈ s, q i‖ < ∑ i ∈ s, f ‖q i‖`. The proof splits one magnon off from the rest and applies the strict inequality for two wavenumbers, then bounds the energy of the rest by a weak inequality proved by induction. The triangle inequality and the monotonicity of `f` then pass from the sum of the lengths to the length of the sum.

This version doesn't compile in Lean 4 with Mathlib:

```lean
import Mathlib

open Finset

namespace EnergyLtManyMagnons

noncomputable section

variable {E : Type*} [NormedAddCommGroup E]

/-- A strictly concave dispersion that vanishes at zero lies, at a positive wavenumber `a`, above
its chord from zero to any larger wavenumber `a + b`. -/
theorem chord_lt {f : ℝ → ℝ} (hf : StrictConcaveOn ℝ (Set.Ici 0) f) (h0 : f 0 = 0)
    {a b : ℝ} (ha : 0 < a) (hb : 0 < b) : a / (a + b) * f (a + b) < f a := by
  have hab : 0 < a + b := add_pos ha hb
  have e1 : a / (a + b) + b / (a + b) = 1 := by rw [← add_div, div_self hab.ne']
  have h := hf.2 (Set.mem_Ici.2 hab.le) (Set.mem_Ici.2 (le_refl (0 : ℝ))) hab.ne'
    (div_pos ha hab) (div_pos hb hab) e1
  have e2 : a / (a + b) * (a + b) = a := by field_simp
  simp only [smul_eq_mul, h0, mul_zero, add_zero] at h
  rwa [e2] at h

/-- For a strictly concave dispersion that vanishes at zero, one magnon of wavenumber `a + b` costs
less energy than two magnons of positive wavenumbers `a` and `b`. -/
theorem strict_subadditive {f : ℝ → ℝ} (hf : StrictConcaveOn ℝ (Set.Ici 0) f) (h0 : f 0 = 0)
    {a b : ℝ} (ha : 0 < a) (hb : 0 < b) : f (a + b) < f a + f b := by
  have h1 := chord_lt hf h0 ha hb
  have h2 := chord_lt hf h0 hb ha
  rw [add_comm b a] at h2
  have e : a / (a + b) + b / (a + b) = 1 := by rw [← add_div, div_self (add_pos ha hb).ne']
  -- the two chord weights add up to one
  have e' : a / (a + b) * f (a + b) + b / (a + b) * f (a + b) = f (a + b) := by
    rw [← add_mul, e, one_mul]
  linarith

/-- For a strictly concave, nondecreasing isotropic dispersion with `f 0 = 0`, a magnon has less
energy than any two or more magnons of nonzero wavevectors that share its momentum. -/
theorem energy_lt_many_magnons {f : ℝ → ℝ} (hf : StrictConcaveOn ℝ (Set.Ici 0) f)
    (hmono : MonotoneOn f (Set.Ici 0)) (h0 : f 0 = 0) {ι : Type*} (s : Finset ι) (q : ι → E)
    (hs : 1 < s.card) (hq : ∀ i ∈ s, q i ≠ 0) :
    f ‖∑ i ∈ s, q i‖ < ∑ i ∈ s, f ‖q i‖ := by
  classical
  -- weak subadditivity for any number of wavenumbers
  have weak : ∀ t : Finset ι, f (∑ i ∈ t, ‖q i‖) ≤ ∑ i ∈ t, f ‖q i‖ := by
    intro t
    induction t using Finset.induction_on with
    | empty => simp [h0]
    | insert a t ha ih =>
      rw [Finset.sum_insert ha, Finset.sum_insert ha]
      have hT : 0 ≤ ∑ i ∈ t, ‖q i‖ := Finset.sum_nonneg fun i _ => norm_nonneg (q i)
      rcases (norm_nonneg (q a)).eq_or_lt with h | h
      · rw [← h, zero_add, h0, zero_add]
        exact ih
      · rcases hT.eq_or_lt with h' | h'
        · rw [← h', h0] at ih
          rw [← h', add_zero]
          linarith
        · have := strict_subadditive hf h0 h h'
          linarith
  -- split off one magnon to make the inequality strict
  obtain ⟨i, hi, j, hj, hij⟩ := Finset.one_lt_card.1 hs
  have hpos : 0 < ∑ l ∈ s.erase i, ‖q l‖ :=
    Finset.sum_pos (fun l hl => norm_pos_iff.2 (hq l (Finset.mem_of_mem_erase hl)))
      ⟨j, Finset.mem_erase.2 ⟨hij.symm, hj⟩⟩
  have h1 := strict_subadditive hf h0 (norm_pos_iff.2 (hq i hi)) hpos
  have h2 := weak (s.erase i)
  have e1 := Finset.add_sum_erase s (fun l => ‖q l‖) hi
  have e2 := Finset.add_sum_erase s (fun l => f ‖q l‖) hi
  simp only at e1 e2
  rw [e1] at h1
  have h3 : f ‖∑ l ∈ s, q l‖ ≤ f (∑ l ∈ s, ‖q l‖) :=
    hmono (Set.mem_Ici.2 (norm_nonneg _))
      (Set.mem_Ici.2 (Finset.sum_nonneg fun l _ => norm_nonneg (q l))) (norm_sum_le s q)
  linarith

end

end EnergyLtManyMagnons
```

The compiler's answer:

```
Main.lean:69:2: error: `simp` made no progress
```

What went wrong. The message says that `simp only at e1 e2` found nothing to simplify in either hypothesis, and `simp` treats that as an error. The two hypotheses come from `Finset.add_sum_erase`, applied to the functions `fun l => ‖q l‖` and `fun l => f ‖q l‖`. With no lemmas listed, `simp only` could still have reduced a function applied to an argument, such as `(fun l => ‖q l‖) i`, to `‖q i‖`. But Lean had already done this when it worked out the types of `e1` and `e2`, so `e1` already read `‖q i‖ + ∑ l ∈ s.erase i, ‖q l‖ = ∑ l ∈ s, ‖q l‖`, and `e2` had the same form with `f` applied to each norm.

The repair deletes the line and leaves a blank one in its place. Nothing is lost, since the left side of `e1` already matches the sum inside `h1` that `rw [e1] at h1` has to replace, and the closing `linarith` can use `e2` as it stands.

Fix (accepted with no message):

```diff
@@ -67,5 +67,5 @@
   have e1 := Finset.add_sum_erase s (fun l => ‖q l‖) hi
   have e2 := Finset.add_sum_erase s (fun l => f ‖q l‖) hi
-  simp only at e1 e2
+
   rw [e1] at h1
   have h3 : f ‖∑ l ∈ s, q l‖ ≤ f (∑ l ∈ s, ‖q l‖) :=
```
